# The ground energy of \(T+UD\) with \(D\ge 0\) in finite dimension is concave and nondecreasing in \(U\)

Let \(V\) be a nonzero finite-dimensional complex inner product space, \(T\) a Hermitian operator on \(V\), and \(D\) a Hermitian positive semidefinite operator on \(V\). For real \(U\) define
\[ E(U)=\inf_{\|v\|=1}\ \langle v,(T+UD)v\rangle . \]
Then \(E\) is concave and nondecreasing on the whole real line, \(T+UD\) has a unit eigenvector with eigenvalue \(E(U)\) for every \(U\), and every unit ground vector \(v_0\) of \(T\) gives
\[ E(U)\le E(0)+U\,\langle v_0,Dv_0\rangle \qquad\text{for all real } U . \]
Moreover, the ground-state expectation value of \(D\) does not increase with \(U\), and for \(U>0\) the equality \(E(U)=E(0)\) holds exactly when \(D\) annihilates some ground vector of \(T\).

In a Hubbard model on a finite cluster with a fixed number of electrons, \(T\) is the hopping term, \(D=\sum_i n_{i\uparrow}n_{i\downarrow}\) counts doubly occupied sites \(i\), with \(n_{i\sigma}\) the occupation of site \(i\) by spin \(\sigma\), and \(U\) is the on-site interaction, repulsive for \(U>0\) and attractive for \(U<0\). Positivity of \(D\) stands for the fact that such a count is never negative. For this one-parameter family on a finite cluster, the result constrains how the ground energy from exact diagonalisation can depend on \(U\).

## Expectation values, the Hamiltonian and its ground vectors

The space \(V\) carries a complex inner product. Mathlib's `inner ℂ v w` is conjugate-linear in the first argument and linear in the second, which is the bra-ket convention. Operators are complex-linear maps `V →ₗ[ℂ] V`.

```lean
import Mathlib

open Metric

namespace InteractionGroundEnergy

noncomputable section

variable {V : Type*} [NormedAddCommGroup V] [InnerProductSpace ℂ V]
```

For an operator \(A\) and a vector \(v\), write \(\langle A\rangle_v=\operatorname{Re}\langle v,Av\rangle\). For Hermitian \(A\) the inner product is already real and taking the real part changes nothing. The quantity is not divided by \(\|v\|^2\), so it is the physical expectation value only for unit \(v\); for other nonzero \(v\) the normalised value is \(\langle A\rangle_v/\|v\|^2\).

```lean
/-- The real part of the expectation value `⟨v, A v⟩`. -/
def expect (A : V →ₗ[ℂ] V) (v : V) : ℝ := (inner ℂ v (A v)).re
```

The Hamiltonian is \(H(U)=T+UD\), with the real number \(U\) acting as a complex scalar.

```lean
/-- The Hamiltonian `T + U D` with real interaction strength `U`. -/
def hamiltonian (T D : V →ₗ[ℂ] V) (U : ℝ) : V →ₗ[ℂ] V := T + (U : ℂ) • D
```

For any operator \(H\), let \(\lambda(H)=\inf_{\|v\|=1}\langle H\rangle_v\). In the code `sphere 0 1` is the set of unit vectors and `expect H '' sphere 0 1` is the set of values that \(\langle H\rangle_v\) takes on it.

```lean
/-- The infimum of the expectation value of `H` over unit vectors. -/
def lowest (H : V →ₗ[ℂ] V) : ℝ := sInf (expect H '' sphere 0 1)
```

The ground energy is \(E(U)=\lambda(H(U))\).

```lean
/-- The ground energy `E(U)`: the infimum of `⟨v, (T + U D) v⟩` over unit vectors. -/
def groundEnergy (T D : V →ₗ[ℂ] V) (U : ℝ) : ℝ := lowest (hamiltonian T D U)
```

A ground vector of \(H\) is a unit vector \(v\) with \(Hv=\lambda(H)\,v\). It is thus an eigenvector, and its eigenvalue is the variational infimum. Uniqueness is not assumed, so degenerate ground levels are included.

```lean
/-- A ground vector of `H` is a unit eigenvector whose eigenvalue is `lowest H`. -/
def IsGroundVector (H : V →ₗ[ℂ] V) (v : V) : Prop := ‖v‖ = 1 ∧ H v = (lowest H : ℂ) • v
```

## Expectation values are affine in \(U\)

Linearity of the inner product in its second argument, together with \(\operatorname{Re}(Uz)=U\operatorname{Re}z\) for real \(U\) and complex \(z\), gives
\[ \langle H(U)\rangle_v=\langle T\rangle_v+U\langle D\rangle_v . \]
For each fixed unit trial vector the energy is a straight line in \(U\), and \(E\) is the lower envelope of the lines from all unit vectors.

```lean
/-- The expectation value of `T + U D` is affine in `U`. -/
theorem expect_hamiltonian (T D : V →ₗ[ℂ] V) (U : ℝ) (v : V) :
    expect (hamiltonian T D U) v = expect T v + U * expect D v := by
  simp only [expect, hamiltonian, LinearMap.add_apply, LinearMap.smul_apply, inner_add_right,
    inner_smul_right, Complex.add_re, Complex.re_ofReal_mul]
```

## A positive semidefinite operator with zero expectation value annihilates the vector

Let \(A\) be Hermitian with \(\langle A\rangle_x\ge 0\) for all vectors \(x\), and suppose \(\langle A\rangle_v=0\). Hermiticity is written `A.IsSymmetric`, meaning \(\langle Ax,y\rangle=\langle x,Ay\rangle\) for all \(x,y\). Put \(w=Av\) and expand along the line \(v+tw\) with real \(t\):
\[ \langle A\rangle_{v+tw}=\langle A\rangle_v+t\operatorname{Re}\langle v,Aw\rangle+t\operatorname{Re}\langle w,Av\rangle+t^2\langle A\rangle_w . \]
The first term vanishes. Hermiticity gives \(\langle v,Aw\rangle=\langle Av,w\rangle=\|w\|^2\), and \(\langle w,Av\rangle=\|w\|^2\) by the definition of \(w\). Hence
\[ 0\le \langle A\rangle_w\,t^2+2\|w\|^2\,t \qquad\text{for all real } t . \]
A real polynomial \(\alpha t^2+\beta t+\gamma\) that is nowhere negative has \(\beta^2-4\alpha\gamma\le 0\), also when \(\alpha=0\). Here \(\gamma=0\) and \(\beta=2\|w\|^2\), so \(4\|w\|^4\le0\) and \(w=0\). In the proof `hs` is the use of Hermiticity, `hq` is the displayed inequality, and `discrim_le_zero` supplies the discriminant condition.

```lean
/-- A Hermitian positive semidefinite operator annihilates every vector in which its
expectation value vanishes. -/
theorem apply_eq_zero_of_expect_eq_zero {A : V →ₗ[ℂ] V} (hA : A.IsSymmetric)
    (hpos : ∀ x, 0 ≤ expect A x) {v : V} (hv : expect A v = 0) : A v = 0 := by
  have hn : (inner ℂ (A v) (A v)).re = ‖A v‖ ^ 2 := inner_self_eq_norm_sq (𝕜 := ℂ) (A v)
  have hs : inner ℂ v (A (A v)) = inner ℂ (A v) (A v) := (hA v (A v)).symm
  -- the expectation value along the line `v + t A v` is a nonnegative quadratic in `t`
  have hq : ∀ t : ℝ, 0 ≤ expect A (A v) * (t * t) + (2 * ‖A v‖ ^ 2) * t + 0 := by
    intro t
    have h := hpos (v + (t : ℂ) • A v)
    unfold expect at h hv ⊢
    simp only [map_add, map_smul, inner_add_left, inner_add_right, inner_smul_left,
      inner_smul_right, Complex.conj_ofReal, Complex.add_re, Complex.re_ofReal_mul, hs, hn,
      hv] at h
    nlinarith [h]
  have hd := discrim_le_zero hq
  unfold discrim at hd
  have h2 : (‖A v‖ ^ 2) ^ 2 = 0 := le_antisymm (by nlinarith [hd]) (sq_nonneg _)
  exact norm_eq_zero.mp (pow_eq_zero_iff two_ne_zero |>.mp (pow_eq_zero_iff two_ne_zero |>.mp h2))
```

## Ground vectors and minimisers

If \(v\) is a ground vector of \(H\), then \(\langle H\rangle_v=\lambda(H)\langle v,v\rangle=\lambda(H)\), since \(\|v\|=1\).

```lean
/-- The expectation value of `H` in a ground vector is `lowest H`. -/
theorem expect_of_ground {H : V →ₗ[ℂ] V} {v : V} (hv : IsGroundVector H v) :
    expect H v = lowest H := by
  have hn : (inner ℂ v v).re = ‖v‖ ^ 2 := inner_self_eq_norm_sq (𝕜 := ℂ) v
  unfold expect
  rw [hv.2, inner_smul_right, Complex.re_ofReal_mul, hn, hv.1]
  ring
```

The statements so far hold in any complex inner product space. From here on \(V\) is finite-dimensional and nonzero, which is what `FiniteDimensional ℂ V` and `Nontrivial V` say. The unit sphere is then compact, and it is nonempty because it contains \(x/\|x\|\) for any \(x\ne0\). The map \(v\mapsto\langle H\rangle_v\) is continuous, because linear maps on a finite-dimensional space are. A continuous function on a nonempty compact set attains its infimum, so there is a unit \(v\) with \(\langle H\rangle_v=\lambda(H)\), and \(\lambda(H)\le\langle H\rangle_v\) for every unit \(v\). Lean's `sInf` returns \(0\) on a set of reals that is empty or unbounded below, and this lemma shows that neither case occurs here. In the proof `hc` is continuity, `hne` is nonemptiness, and `isLeast_sInf` turns compactness into a least element.

```lean
variable [FiniteDimensional ℂ V] [Nontrivial V]

/-- On a nonzero finite-dimensional space `lowest H` is attained by a unit vector and bounds
the expectation value of every unit vector from below. -/
theorem lowest_spec (H : V →ₗ[ℂ] V) :
    (∃ v, ‖v‖ = 1 ∧ expect H v = lowest H) ∧ ∀ v, ‖v‖ = 1 → lowest H ≤ expect H v := by
  have : ProperSpace V := FiniteDimensional.proper ℂ V
  have hc : Continuous (expect H) :=
    Complex.continuous_re.comp (continuous_id.inner H.continuous_of_finiteDimensional)
  obtain ⟨x, hx⟩ := exists_ne (0 : V)
  have hne : (sphere (0 : V) 1).Nonempty :=
    ⟨_, mem_sphere_zero_iff_norm.mpr (norm_smul_inv_norm (𝕜 := ℂ) hx)⟩
  -- a continuous function on the compact unit sphere attains its infimum
  have hl : IsLeast (expect H '' sphere 0 1) (lowest H) :=
    ((isCompact_sphere (0 : V) 1).image hc).isLeast_sInf (hne.image _)
  obtain ⟨⟨v, hv, he⟩, hlow⟩ := hl
  exact ⟨⟨v, mem_sphere_zero_iff_norm.mp hv, he⟩,
    fun w hw => hlow ⟨w, mem_sphere_zero_iff_norm.mpr hw, rfl⟩⟩
```

For Hermitian \(H\) a minimiser is an eigenvector. Let \(\lambda=\lambda(H)\) and \(A=H-\lambda\), where \(\lambda\) multiplies the identity. Then \(A\) is Hermitian because \(\lambda\) is real, and
\[ \langle A\rangle_x=\langle H\rangle_x-\lambda\|x\|^2 . \]
This vanishes for \(x=0\). For \(x\ne0\) the vector \(x/\|x\|\) has unit norm, so \(\lambda\le\langle H\rangle_x/\|x\|^2\), and multiplying by \(\|x\|^2\) gives \(\langle A\rangle_x\ge0\). A unit minimiser \(v\) has \(\langle A\rangle_v=\lambda-\lambda=0\), so the lemma on positive semidefinite operators gives \(Av=0\), that is \(Hv=\lambda v\). The steps appear as `hA` for the displayed identity, `hsym` for Hermiticity of the shifted operator, `hpos` for its positivity, with the rescaling in `hsc`, and `h0` for \(Av=0\).

```lean
/-- For Hermitian `H`, a unit vector whose expectation value is `lowest H` is a ground vector. -/
theorem ground_of_expect {H : V →ₗ[ℂ] V} (hH : H.IsSymmetric) {v : V} (hv : ‖v‖ = 1)
    (he : expect H v = lowest H) : IsGroundVector H v := by
  have hA : ∀ x, expect (H - (lowest H : ℂ) • LinearMap.id) x
      = expect H x - lowest H * ‖x‖ ^ 2 := by
    intro x
    have hn : (inner ℂ x x).re = ‖x‖ ^ 2 := inner_self_eq_norm_sq (𝕜 := ℂ) x
    simp only [expect, LinearMap.sub_apply, LinearMap.smul_apply, LinearMap.id_apply,
      inner_sub_right, inner_smul_right, Complex.sub_re, Complex.re_ofReal_mul, hn]
  have hsym : (H - (lowest H : ℂ) • LinearMap.id).IsSymmetric := by
    intro x y
    simp only [LinearMap.sub_apply, LinearMap.smul_apply, LinearMap.id_apply, inner_sub_left,
      inner_sub_right, inner_smul_left, inner_smul_right, Complex.conj_ofReal]
    rw [hH x y]
  -- the shifted operator is positive semidefinite: normalise the vector
  have hpos : ∀ x, 0 ≤ expect (H - (lowest H : ℂ) • LinearMap.id) x := by
    intro x
    rw [hA]
    by_cases hx : x = 0
    · simp [hx, expect]
    have hn : ‖x‖ ≠ 0 := norm_ne_zero_iff.mpr hx
    have hu : ‖((‖x‖⁻¹ : ℝ) : ℂ) • x‖ = 1 := by
      rw [norm_smul, Complex.norm_real, norm_inv, norm_norm, inv_mul_cancel₀ hn]
    have h := (lowest_spec H).2 _ hu
    have hsc : expect H (((‖x‖⁻¹ : ℝ) : ℂ) • x) = ‖x‖⁻¹ * (‖x‖⁻¹ * expect H x) := by
      simp only [expect, map_smul, inner_smul_left, inner_smul_right, Complex.conj_ofReal,
        Complex.re_ofReal_mul]
    rw [hsc] at h
    have h2 := mul_le_mul_of_nonneg_right h (sq_nonneg ‖x‖)
    have h3 : ‖x‖⁻¹ * (‖x‖⁻¹ * expect H x) * ‖x‖ ^ 2 = expect H x := by field_simp
    linarith
  have h0 := apply_eq_zero_of_expect_eq_zero hsym hpos (v := v) (by rw [hA, he, hv]; ring)
  exact ⟨hv, sub_eq_zero.mp h0⟩
```

## The variational principle for \(E(U)\) and the linear bound

Combining attainment of the infimum for \(H(U)\) with the affine form of the expectation value gives the working form of the variational principle:
\[ E(U)\le\langle T\rangle_v+U\langle D\rangle_v\quad\text{for every unit } v, \]
with equality for at least one unit \(v\).

```lean
/-- `E(U)` is the least value of `⟨v, T v⟩ + U ⟨v, D v⟩` over unit vectors `v`. -/
theorem groundEnergy_spec (T D : V →ₗ[ℂ] V) (U : ℝ) :
    (∃ v, ‖v‖ = 1 ∧ expect T v + U * expect D v = groundEnergy T D U) ∧
      ∀ v, ‖v‖ = 1 → groundEnergy T D U ≤ expect T v + U * expect D v := by
  simpa only [expect_hamiltonian, groundEnergy] using lowest_spec (hamiltonian T D U)
```

Let \(v\) be a ground vector of \(H(U_0)\) at some real coupling \(U_0\), so that \(\langle T\rangle_v+U_0\langle D\rangle_v=E(U_0)\). Used as a trial vector at another coupling \(U\), it gives
\[ E(U)\le\langle T\rangle_v+U\langle D\rangle_v=E(U_0)+(U-U_0)\langle D\rangle_v . \]
The right side is a line that meets the graph of \(E\) at \(U_0\) and lies on or above it everywhere. The name `tangent_bound` refers to this supporting line, and differentiability of \(E\) is neither assumed nor concluded. In a degenerate level different ground vectors may give different slopes, and each gives a valid bound. The lemma places no Hermiticity or positivity condition on \(T\) and \(D\). Its proof has the equality at \(U_0\) as `h1` and the trial inequality at \(U\) as `h2`.

```lean
/-- A ground vector `v` of `T + U₀ D` gives the linear bound
`E(U) ≤ E(U₀) + (U - U₀) ⟨v, D v⟩` for all real `U`. -/
theorem tangent_bound {T D : V →ₗ[ℂ] V} {U₀ : ℝ} {v : V}
    (hv : IsGroundVector (hamiltonian T D U₀) v) (U : ℝ) :
    groundEnergy T D U ≤ groundEnergy T D U₀ + (U - U₀) * expect D v := by
  have h1 : expect T v + U₀ * expect D v = groundEnergy T D U₀ := by
    rw [← expect_hamiltonian]; exact expect_of_ground hv
  have h2 := (groundEnergy_spec T D U).2 v hv.1
  linarith
```

## Concavity, monotonicity, existence and the bound from \(U=0\)

In the next two arguments \(x\) and \(y\) denote real couplings, as in the code. For concavity take weights \(a,b\ge0\) with \(a+b=1\), and let \(v\) be a unit minimiser at \(ax+by\). The variational principle at \(x\) and at \(y\), multiplied by \(a\) and by \(b\), gives
\[ aE(x)+bE(y)\le a\big(\langle T\rangle_v+x\langle D\rangle_v\big)+b\big(\langle T\rangle_v+y\langle D\rangle_v\big)=\langle T\rangle_v+(ax+by)\langle D\rangle_v=E(ax+by). \]
For monotonicity take \(x\le y\) and a unit minimiser \(v\) at \(y\). Since \(\langle D\rangle_v\ge0\),
\[ E(x)\le\langle T\rangle_v+x\langle D\rangle_v\le\langle T\rangle_v+y\langle D\rangle_v=E(y). \]
For existence, \(H(U)\) is Hermitian because \(T\) and \(D\) are and \(U\) is real, so a minimiser at \(U\) is a ground vector. The bound from a ground vector \(v_0\) of \(T\) is the linear bound at \(U_0=0\), where \(H(0)=T\).

The theorem takes `hT` and `hD` for Hermiticity of \(T\) and \(D\), and `hpos` for \(\langle D\rangle_x\ge0\) on all vectors. Its four conclusions read as follows. `ConcaveOn ℝ Set.univ (groundEnergy T D)` is concavity on all of \(\mathbb R\), and `Monotone` means nondecreasing. Neither property is claimed to be strict: in dimension one \(E\) is an affine function, and for \(D=0\) it is constant. The third part gives a ground vector of \(H(U)\) for each \(U\), which at \(U=0\) shows that vectors \(v_0\) of the required kind exist. The fourth part is the upper bound, for every such \(v_0\) and both signs of \(U\). The four bullets of the proof follow the same order. Within them positivity of \(D\) is used only for monotonicity and Hermiticity only for existence.

```lean
/-- For Hermitian `T` and Hermitian positive semidefinite `D`, the ground energy `E` is concave
and nondecreasing, `T + U D` has a ground vector for every `U`, and
`E(U) ≤ E(0) + U ⟨v₀, D v₀⟩` for every ground vector `v₀` of `T`. -/
theorem groundEnergy_main {T D : V →ₗ[ℂ] V} (hT : T.IsSymmetric) (hD : D.IsSymmetric)
    (hpos : ∀ x, 0 ≤ expect D x) :
    ConcaveOn ℝ Set.univ (groundEnergy T D) ∧ Monotone (groundEnergy T D) ∧
      (∀ U, ∃ v, IsGroundVector (hamiltonian T D U) v) ∧
      ∀ v₀, IsGroundVector T v₀ → ∀ U,
        groundEnergy T D U ≤ groundEnergy T D 0 + U * expect D v₀ := by
  refine ⟨⟨convex_univ, fun x _ y _ a b ha hb hab => ?_⟩, fun x y hxy => ?_, fun U => ?_,
    fun v hv U => ?_⟩
  · -- the minimiser at the intermediate coupling is a trial vector at both ends
    simp only [smul_eq_mul]
    obtain ⟨v, hv, he⟩ := (groundEnergy_spec T D (a * x + b * y)).1
    have h1 := mul_le_mul_of_nonneg_left ((groundEnergy_spec T D x).2 v hv) ha
    have h2 := mul_le_mul_of_nonneg_left ((groundEnergy_spec T D y).2 v hv) hb
    have h3 : a * expect T v + b * expect T v = expect T v := by
      rw [← add_mul, hab, one_mul]
    linarith
  · -- the minimiser at the larger coupling is a trial vector at the smaller one
    obtain ⟨v, hv, he⟩ := (groundEnergy_spec T D y).1
    have h1 := (groundEnergy_spec T D x).2 v hv
    have h2 := mul_le_mul_of_nonneg_right hxy (hpos v)
    linarith
  · have hsym : (hamiltonian T D U).IsSymmetric := by
      intro x y
      simp only [hamiltonian, LinearMap.add_apply, LinearMap.smul_apply, inner_add_left,
        inner_add_right, inner_smul_left, inner_smul_right, Complex.conj_ofReal]
      rw [hT x y, hD x y]
    obtain ⟨v, hv, he⟩ := (lowest_spec (hamiltonian T D U)).1
    exact ⟨v, ground_of_expect hsym hv he⟩
  · have h0 : hamiltonian T D 0 = T := by simp [hamiltonian]
    have h := tangent_bound (T := T) (D := D) (U₀ := 0) (v := v) (by rw [h0]; exact hv) U
    rwa [sub_zero] at h
```

The right side of the fourth part is the energy of the interacting Hamiltonian in the state \(v_0\), so on a finite cluster the energy evaluated in a noninteracting ground state bounds the true ground energy from above. Lower bounds come from the first two parts: one reads off \(E(U)\ge E(0)\) for \(U\ge0\), and between two couplings at which \(E\) is known the chord lies on or below the graph. Such corollaries are remarks here, and the code does not state them as theorems.

The operators \(T\) and \(D\) are abstract. No fermion operators, lattice or particle-number sector are constructed, so Hermiticity and positivity are hypotheses to be supplied by the model. Infinite systems, unbounded operators and energies per site in a large-volume limit are not treated.

## The ground-state value of \(D\) does not increase with \(U\)

Let \(U_1<U_2\), and let \(v_1\) and \(v_2\) be ground vectors of \(H(U_1)\) and \(H(U_2)\). The linear bound applied in both directions gives
\[ E(U_2)\le E(U_1)+(U_2-U_1)\langle D\rangle_{v_1},\qquad E(U_1)\le E(U_2)+(U_1-U_2)\langle D\rangle_{v_2}. \]
Adding them cancels the energies and leaves \((U_2-U_1)\langle D\rangle_{v_2}\le(U_2-U_1)\langle D\rangle_{v_1}\). Division by \(U_2-U_1>0\) gives \(\langle D\rangle_{v_2}\le\langle D\rangle_{v_1}\). The two inequalities are `a` and `b` in the proof. The statement holds for any choice of \(v_1\) and \(v_2\) within degenerate levels and needs neither Hermiticity nor positivity. For a finite Hubbard cluster it says that the ground-state double occupancy cannot rise as the repulsion grows.

```lean
/-- If `U₁ < U₂`, the expectation value of `D` in a ground vector of `T + U₂ D` is at most that
in a ground vector of `T + U₁ D`. -/
theorem ground_interaction_antitone {T D : V →ₗ[ℂ] V} {U₁ U₂ : ℝ} (hU : U₁ < U₂) {v₁ v₂ : V}
    (h₁ : IsGroundVector (hamiltonian T D U₁) v₁) (h₂ : IsGroundVector (hamiltonian T D U₂) v₂) :
    expect D v₂ ≤ expect D v₁ := by
  have a := tangent_bound h₁ U₂
  have b := tangent_bound h₂ U₁
  exact le_of_mul_le_mul_left (a := U₂ - U₁) (by linarith) (sub_pos.mpr hU)
```

## When the interaction costs no energy

Let \(T\) and \(D\) be Hermitian, \(D\) positive semidefinite, and \(U>0\). Note \(E(0)=\lambda(T)\), which is `h0` in the proof. Suppose \(E(U)=E(0)\) and take a unit minimiser \(v\) at \(U\). Then
\[ \langle T\rangle_v+U\langle D\rangle_v=E(U)=\lambda(T)\le\langle T\rangle_v , \]
so \(U\langle D\rangle_v\le0\). Positivity gives the opposite inequality, hence \(U\langle D\rangle_v=0\), which is `h3`. It follows that \(\langle T\rangle_v=\lambda(T)\), so \(v\) is a ground vector of \(T\). Since \(U\ne0\), also \(\langle D\rangle_v=0\), and the lemma on positive semidefinite operators gives \(Dv=0\). Conversely, if \(v\) is a ground vector of \(T\) with \(Dv=0\), the bound from \(U_0=0\) reads \(E(U)\le E(0)\), and monotonicity gives \(E(0)\le E(U)\). In the language of a finite Hubbard cluster, a repulsion leaves the ground energy unchanged exactly when the hopping term has a ground state with no amplitude on doubly occupied configurations.

```lean
/-- For Hermitian `T`, Hermitian positive semidefinite `D` and `U > 0`, `E(U) = E(0)` holds
exactly when `T` has a ground vector annihilated by `D`. -/
theorem groundEnergy_flat_iff {T D : V →ₗ[ℂ] V} (hT : T.IsSymmetric) (hD : D.IsSymmetric)
    (hpos : ∀ x, 0 ≤ expect D x) {U : ℝ} (hU : 0 < U) :
    groundEnergy T D U = groundEnergy T D 0 ↔ ∃ v, IsGroundVector T v ∧ D v = 0 := by
  have h0 : groundEnergy T D 0 = lowest T := by simp [groundEnergy, hamiltonian]
  obtain ⟨-, hmono, -, hb⟩ := groundEnergy_main hT hD hpos
  constructor
  · intro h
    obtain ⟨v, hv, he⟩ := (groundEnergy_spec T D U).1
    have h1 := (lowest_spec T).2 v hv
    have h2 := mul_nonneg hU.le (hpos v)
    have h3 : U * expect D v = 0 := by linarith
    exact ⟨v, ground_of_expect hT hv (by linarith),
      apply_eq_zero_of_expect_eq_zero hD hpos ((mul_eq_zero.mp h3).resolve_left hU.ne')⟩
  · rintro ⟨v, hv, hDv⟩
    have h1 := hb v hv U
    have h2 : expect D v = 0 := by simp [expect, hDv]
    rw [h2, mul_zero, add_zero] at h1
    exact le_antisymm h1 (hmono hU.le)

end

end InteractionGroundEnergy
```

```lean
#print axioms InteractionGroundEnergy.groundEnergy_main
#print axioms InteractionGroundEnergy.ground_interaction_antitone
#print axioms InteractionGroundEnergy.groundEnergy_flat_iff
```

```
'InteractionGroundEnergy.groundEnergy_main' depends on axioms: [propext, Classical.choice, Quot.sound]
'InteractionGroundEnergy.ground_interaction_antitone' depends on axioms: [propext, Classical.choice, Quot.sound]
'InteractionGroundEnergy.groundEnergy_flat_iff' depends on axioms: [propext, Classical.choice, Quot.sound]
```
